# Diagonal element of L_z + g_s S_z in a singlet–triplet mixed M = 1 state of an sp configuration

The space is ℂ³ with basis (M_L, S, M_S) = (1,1,0), (0,1,1), (1,0,0), the M = 1 states of an sp configuration, in which L_z = diag(1,0,1) and S_z = diag(0,1,0) are given as explicit matrices. For real a and b, the vector ψ = (a/√2, −a/√2, b) has amplitude a for S = 1 and b for S = 0. The theorem `spState_moment` states ⟨ψ, (L_z + g_s S_z) ψ⟩ = (1 + g_s) a²/2 + b² for every real g_s. The vector is not assumed normalised: its squared norm is a² + b², so for ψ ≠ 0 the expectation value is ((1 + g_s) a²/2 + b²)/(a² + b²). The attempt expands the inner product into three component terms, unfolds the definitions with `simp`, and closes by `linear_combination` with `invSqrtTwo_sq`.

In Lean, a first try:

```lean
import Mathlib

open scoped InnerProductSpace
open Submodule Set

namespace GSumRule

noncomputable section

variable {E : Type*} [NormedAddCommGroup E] [InnerProductSpace ℂ E]
variable {ι κ : Type*} [Fintype ι] [Fintype κ]

/-- The Zeeman operator `L_z + g_s S_z`. -/
def magneticMoment (Lz Sz : Module.End ℂ E) (gs : ℝ) : Module.End ℂ E := Lz + (gs : ℂ) • Sz

local notation "E3" => EuclideanSpace ℂ (Fin 3)

/-- The operator on `ℂ³` given by a 3×3 matrix. -/
def matOp (A : Matrix (Fin 3) (Fin 3) ℂ) : Module.End ℂ E3 where
  toFun x := WithLp.toLp 2 fun i => ∑ j, A i j * x j
  map_add' x y := by ext i; simp [Fin.sum_univ_three]; ring
  map_smul' c x := by ext i; simp [Fin.sum_univ_three]; ring

/-- `L_z` on the `M = 1` states of an sp configuration, in the basis
`(M_L, S, M_S) = (1,1,0), (0,1,1), (1,0,0)`. -/
def spLz : Module.End ℂ E3 := matOp !![1, 0, 0; 0, 0, 0; 0, 0, 1]

/-- `S_z` in the same basis. -/
def spSz : Module.End ℂ E3 := matOp !![0, 0, 0; 0, 1, 0; 0, 0, 0]

/-- The number `1/√2`. -/
def invSqrtTwo : ℝ := 1 / √2

/-- The state `(a/√2, -a/√2, b)`, with amplitude `a` for `S = 1` and `b` for `S = 0`. -/
def spState (a b : ℝ) : E3 := !₂[(a : ℂ) * invSqrtTwo, -((a : ℂ) * invSqrtTwo), (b : ℂ)]

/-- The square of `1/√2` is `1/2`. -/
theorem invSqrtTwo_sq : (invSqrtTwo : ℂ) ^ 2 = 1 / 2 := by
  have h : invSqrtTwo ^ 2 = 1 / 2 := by
    rw [invSqrtTwo, div_pow, Real.sq_sqrt (by norm_num), one_pow]
  rw [← Complex.ofReal_pow, h]
  norm_num

/-- The diagonal element of `L_z + g_s S_z` in such a state is `(1 + g_s) a²/2 + b²`. -/
theorem spState_moment (gs a b : ℝ) :
    ⟪spState a b, magneticMoment spLz spSz gs (spState a b)⟫_ℂ =
      (1 + (gs : ℂ)) / 2 * (a : ℂ) ^ 2 + (b : ℂ) ^ 2 := by
  rw [PiLp.inner_apply, Fin.sum_univ_three]
  simp [spState, magneticMoment, spLz, spSz, matOp, Fin.sum_univ_three]
  linear_combination ((1 + (gs : ℂ)) * (a : ℂ) ^ 2) * invSqrtTwo_sq

end

end GSumRule
```

The compiler's answer:

```
Main.lean:50:2: error: ring failed, ring expressions not equal
gs a b : ℝ
⊢ ↑|a| ^ 2 * ↑|invSqrtTwo| ^ 2 - ↑a ^ 2 * ↑invSqrtTwo ^ 2 + ↑|b| ^ 2 - ↑b ^ 2 = 0
```

After these edits no error is left:

```diff
@@ -46,7 +46,12 @@
     ⟪spState a b, magneticMoment spLz spSz gs (spState a b)⟫_ℂ =
       (1 + (gs : ℂ)) / 2 * (a : ℂ) ^ 2 + (b : ℂ) ^ 2 := by
-  rw [PiLp.inner_apply, Fin.sum_univ_three]
-  simp [spState, magneticMoment, spLz, spSz, matOp, Fin.sum_univ_three]
-  linear_combination ((1 + (gs : ℂ)) * (a : ℂ) ^ 2) * invSqrtTwo_sq
+  have key : ∀ a' b' : ℝ, ⟪spState a' b', magneticMoment spLz spSz gs (spState a b)⟫_ℂ =
+      (1 + (gs : ℂ)) / 2 * ((a' : ℂ) * a) + (b' : ℂ) * b := by
+    intro a' b'
+    rw [PiLp.inner_apply, Fin.sum_univ_three]
+    simp [spState, magneticMoment, spLz, spSz, matOp, Fin.sum_univ_three]
+    linear_combination ((1 + (gs : ℂ)) * (a' : ℂ) * a) * invSqrtTwo_sq
+  rw [key]
+  ring
 
 end
```

What went wrong. `linear_combination` subtracts the given multiple of `invSqrtTwo_sq` and asks `ring1` to close the remainder, which the message displays. It is true, as |x|² = x² for real x, but `ring1` treats `↑|a|`, `↑|b|`, `↑|invSqrtTwo|` as atoms unrelated to `↑a`, `↑b`, `↑invSqrtTwo`.

The absolute values come from `simp`. The operator is diag(1, g_s, 1), so the first and third terms pair a component with itself, and `simp` turned these into squared norms, then into squared absolute values of reals. The second term carries `gs` on one side only and cancelled as intended; the remainder contains no `gs`.

The repair proves `key`, where the left vector has independent amplitudes `a'`, `b'`. No term then pairs an expression with itself, so the squared-norm form does not arise, and the same `rw` and `simp` leave a goal `linear_combination` closes. Its coefficient has `a' * a` in place of `a ^ 2` to match the new statement. `rw [key]` instantiates `a'`, `b'` as `a`, `b`, and `ring` identifies `a * a`, `b * b` with the squares.
